# On finitely many sites, a continuously differentiable density map is the gradient of its coupling-constant energy exactly when its static response is symmetric

Take two sites, numbered 0 and 1, with potential $v=(v_0,v_1)$, and consider the map $n(v)=(v_1,0)$. Site 0 feels the potential on site 1, but not the reverse. This map and the reciprocal one below are algebraic toys: their entries can be negative, so they are not physical particle densities. Switch the potential on along $tv$, with $t$ from 0 to 1. The coupling constant $t$ scales the potential, not the interaction between particles. Relative to zero potential, this gives the energy

$$E(v)=\int_0^1 n(tv)\cdot v\,dt=\int_0^1 t\,v_1v_0\,dt=\tfrac12 v_0v_1 .$$

Its gradient is $\tfrac12(v_1,v_0)$, which is not $n(v)$. With the reciprocal response $n(v)=(v_1,v_0)$ the same integral gives $E(v)=v_0v_1$, and its gradient is $n(v)$. The coupling integral keeps only the symmetric part of this linear response. The argument below treats $m$ sites and nonlinear density maps.

```lean
import Mathlib

open Matrix

namespace PotentialFunctional

noncomputable section
```

## Density, energy and response on $m$ sites

Potentials and densities are both real vectors with one entry per site.

```lean
/-- A real field on `m` sites: a potential or a density. -/
abbrev SiteField (m : ℕ) := Fin m → ℝ
```

A density $\rho$ and a potential $w$ are paired by $\rho\cdot w=\sum_i\rho_iw_i$. The Lean object `pairing` is this sum as a continuous bilinear map, so that `pairing ρ` is a linear functional of $w$.

```lean
variable {m : ℕ}

/-- The pairing of a density with a potential, as a continuous bilinear map. -/
def pairing : SiteField m →L[ℝ] SiteField m →L[ℝ] ℝ :=
  ∑ i, (ContinuousLinearMap.proj (R := ℝ) (φ := fun _ : Fin m => ℝ) i).smulRight
    (ContinuousLinearMap.proj (R := ℝ) (φ := fun _ : Fin m => ℝ) i)
```

"$E$ has gradient $n$" means that $E$ is differentiable at every $v$, with $dE(v)[w]=n(v)\cdot w$. This is the first-order relation between energy and density that an exact ground-state energy obeys where it is differentiable.

```lean
/-- The functional `E` has gradient `n`: a small change `w` of the potential `v` changes
`E` to first order by the pairing of `n v` with `w`. -/
def IsGradient (E : SiteField m → ℝ) (n : SiteField m → SiteField m) : Prop :=
  ∀ v, HasFDerivAt E (pairing (n v)) v
```

The static response matrix is $\chi_{ij}(v)=\partial n_i/\partial v_j$. Lean obtains column $j$ by applying the derivative of $n$ to a unit potential on site $j$.

```lean
/-- The static response matrix: the derivative of the density on site `i` with respect to
the potential on site `j`. -/
def response (n : SiteField m → SiteField m) (v : SiteField m) : Matrix (Fin m) (Fin m) ℝ :=
  Matrix.of fun i j => fderiv ℝ n v (Pi.single j 1) i
```

The energy is the coupling integral of the example. It fixes the convention $E(0)=0$, so it measures energy relative to zero potential.

```lean
/-- The coupling-constant energy: the potential is switched on along `t • v`, with `t` from
0 to 1, and the density is paired with `v`. -/
def energy (n : SiteField m → SiteField m) (v : SiteField m) : ℝ :=
  ∫ t in (0 : ℝ)..1, n (t • v) ⬝ᵥ v
```

Differentiating the integrand $n(tv)\cdot v$ in the direction $w$ gives two terms, one from each occurrence of $v$:

$$K_t(v)[w]=n(tv)\cdot w+t\,\big(\chi(tv)w\big)\cdot v .$$

```lean
/-- The derivative of the coupling integrand with respect to the potential, at coupling `t`. -/
def kernel (n : SiteField m → SiteField m) (v : SiteField m) (t : ℝ) : SiteField m →L[ℝ] ℝ :=
  pairing (n (t • v)) + t • (pairing.flip v).comp (fderiv ℝ n (t • v))
```

Linear response is the special case $n(v)=n_0+Xv$, where $n_0$ is a whole reference density and $X$ a constant real matrix.

```lean
/-- The density of linear response: a reference density `n₀` plus `X` applied to the potential. -/
def linearDensity (n₀ : SiteField m) (X : Matrix (Fin m) (Fin m) ℝ) (v : SiteField m) :
    SiteField m :=
  n₀ + X *ᵥ v
```

The density map is otherwise arbitrary: no Hamiltonian, positivity or particle number enters. The main theorem assumes that $n$ is continuously differentiable at all potentials, which excludes densities that jump at a level crossing.

## Reciprocity in matrix form

The first lemma confirms that `pairing` is the dot product.

```lean
/-- The pairing is the sum over sites of density times potential. -/
theorem pairing_apply (ρ w : SiteField m) : pairing ρ w = ρ ⬝ᵥ w := by
  simp [pairing, dotProduct, _root_.sum_apply]
```

Expanding $w=\sum_j w_je_j$ in unit potentials $e_j$ and using linearity gives $Dn(v)w=\chi(v)w$.

```lean
/-- The response matrix applied to a change of potential is the first-order change of density. -/
theorem response_mulVec (n : SiteField m → SiteField m) (v w : SiteField m) :
    response n v *ᵥ w = fderiv ℝ n v w := by
  have h : w = ∑ j, w j • (Pi.single j (1 : ℝ) : SiteField m) := by
    ext i
    simp [Finset.sum_apply, Pi.single_apply]
  ext i
  conv_rhs => rw [h]
  simp only [map_sum, map_smul, Finset.sum_apply, Pi.smul_apply, smul_eq_mul, response,
    Matrix.mulVec, dotProduct, Matrix.of_apply]
  exact Finset.sum_congr rfl fun j _ => mul_comm _ _
```

A matrix $A$ is symmetric exactly when $(Aa)\cdot b=(Ab)\cdot a$ for all $a,b$. One direction moves $A$ across the dot product; the other inserts unit vectors. For a response matrix this is static reciprocity: perturbation and probe can be exchanged.

```lean
/-- A real square matrix `A` is symmetric exactly when `a` and `b` can be exchanged in the dot
product of `A *ᵥ a` with `b`, for all `a` and `b`. -/
theorem isSymm_iff_reciprocal (A : Matrix (Fin m) (Fin m) ℝ) :
    A.IsSymm ↔ ∀ a b : SiteField m, (A *ᵥ a) ⬝ᵥ b = (A *ᵥ b) ⬝ᵥ a := by
  constructor
  · intro h a b
    rw [dotProduct_comm, Matrix.dotProduct_mulVec, ← Matrix.mulVec_transpose, h.eq]
  · intro h
    exact Matrix.IsSymm.ext fun i j => by
      simpa using h (Pi.single i 1) (Pi.single j 1)
```

## The gradient and its antisymmetric remainder

Differentiation under the integral gives

$$dE(v)[w]=\int_0^1 K_t(v)[w]\,dt .$$

In the proof, `hd` is the chain and product rule at fixed $t$, and `hc` is joint continuity of the kernel in $v$ and $t$. Continuity on the compact set of potentials within distance 1 of $v$ and couplings in $[0,1]$ supplies the constant bound `C` that justifies the exchange.

```lean
/-- For a continuously differentiable density map, the coupling-constant energy may be
differentiated under the coupling integral. -/
theorem hasFDerivAt_energy {n : SiteField m → SiteField m} (hn : ContDiff ℝ 1 n)
    (v : SiteField m) :
    HasFDerivAt (energy n) (∫ t in (0 : ℝ)..1, kernel n v t) v := by
  have hd : ∀ (t : ℝ) (x : SiteField m),
      HasFDerivAt (fun y => n (t • y) ⬝ᵥ y) (kernel n x t) x := by
    intro t x
    have h1 : HasFDerivAt (fun y => n (t • y))
        ((fderiv ℝ n (t • x)).comp (t • ContinuousLinearMap.id ℝ (SiteField m))) x :=
      ((hn.differentiable (by simp)) (t • x)).hasFDerivAt.comp x
        (t • ContinuousLinearMap.id ℝ (SiteField m)).hasFDerivAt
    have h2 := (pairing.hasFDerivAt.comp x h1).clm_apply (hasFDerivAt_id x)
    simp only [← pairing_apply]
    refine HasFDerivAt.congr_fderiv h2 (ContinuousLinearMap.ext fun w => ?_)
    simp [kernel]
  have hc : Continuous (fun p : SiteField m × ℝ => kernel n p.1 p.2) :=
    (pairing.continuous.comp (hn.continuous.comp (continuous_snd.smul continuous_fst))).add
      (continuous_snd.smul ((pairing.flip.continuous.comp continuous_fst).clm_comp
        ((hn.continuous_fderiv (by simp)).comp (continuous_snd.smul continuous_fst))))
  have hF : ∀ x : SiteField m, Continuous (fun t : ℝ => n (t • x) ⬝ᵥ x) := by
    intro x
    simp only [← pairing_apply]
    exact (pairing.flip x).continuous.comp
      (hn.continuous.comp (continuous_id.smul continuous_const))
  have hk : Continuous (kernel n v) := hc.comp (continuous_const.prodMk continuous_id)
  -- the kernel is bounded for potentials near `v` and couplings in `[0, 1]`
  obtain ⟨C, hC⟩ := ((isCompact_closedBall v 1).prod
    (isCompact_Icc (a := (0 : ℝ)) (b := 1))).exists_bound_of_continuousOn hc.continuousOn
  refine intervalIntegral.hasFDerivAt_integral_of_dominated_of_fderiv_le
    (F := fun x t => n (t • x) ⬝ᵥ x) (F' := kernel n) (bound := fun _ => C)
    (Metric.closedBall_mem_nhds v one_pos)
    (Filter.Eventually.of_forall fun x => (hF x).aestronglyMeasurable)
    ((hF v).intervalIntegrable 0 1) hk.aestronglyMeasurable
    (Filter.Eventually.of_forall fun t ht x hx => ?_)
    (continuous_const.intervalIntegrable 0 1)
    (Filter.Eventually.of_forall fun t _ x _ => hd t x)
  rw [Set.uIoc_of_le zero_le_one] at ht
  exact hC (x, t) ⟨hx, Set.Ioc_subset_Icc_self ht⟩
```

Now compare the kernel with a total derivative along the path:

$$\frac{d}{dt}\big[t\,n(tv)\cdot w\big]=n(tv)\cdot w+t\,\big(\chi(tv)v\big)\cdot w .$$

Its integral from 0 to 1 is $n(v)\cdot w$. Subtracting it from the integral of $K_t(v)[w]$ leaves

$$dE(v)[w]=n(v)\cdot w+\int_0^1 t\,\Big[\big(\chi(tv)w\big)\cdot v-\big(\chi(tv)v\big)\cdot w\Big]dt .$$

The bracket equals $v\cdot(\chi-\chi^{T})w$ at $tv$, so only the antisymmetric part of the response contributes. In Lean, `hg` is the total derivative, `ftc` integrates it, and the last lines match the integrands.

```lean
/-- For a continuously differentiable density map, the first-order change of the coupling-constant
energy is the density paired with the change of potential, plus a coupling integral over the
antisymmetric part of the response. -/
theorem fderiv_energy {n : SiteField m → SiteField m} (hn : ContDiff ℝ 1 n)
    (v w : SiteField m) :
    fderiv ℝ (energy n) v w = n v ⬝ᵥ w + ∫ t in (0 : ℝ)..1,
      t * ((response n (t • v) *ᵥ w) ⬝ᵥ v - (response n (t • v) *ᵥ v) ⬝ᵥ w) := by
  have hs : Continuous (fun t : ℝ => t • v) := continuous_id.smul continuous_const
  have cn : Continuous (fun t : ℝ => n (t • v)) := hn.continuous.comp hs
  have cD : Continuous (fun t : ℝ => fderiv ℝ n (t • v)) :=
    (hn.continuous_fderiv (by simp)).comp hs
  have cdot : ∀ (f : ℝ → SiteField m) (b : SiteField m), Continuous f →
      Continuous (fun t => f t ⬝ᵥ b) := by
    intro f b hf
    simp only [← pairing_apply]
    exact (pairing.flip b).continuous.comp hf
  have cDa : ∀ a b : SiteField m, Continuous (fun t : ℝ => fderiv ℝ n (t • v) a ⬝ᵥ b) :=
    fun a b => cdot _ b (cD.clm_apply continuous_const)
  have hk : Continuous (kernel n v) :=
    (pairing.continuous.comp cn).add (continuous_id.smul (continuous_const.clm_comp cD))
  -- the total derivative of `t * n (t v) · w` along the coupling path
  have hg : ∀ t : ℝ, HasDerivAt (fun s : ℝ => s * (n (s • v) ⬝ᵥ w))
      (n (t • v) ⬝ᵥ w + t * (fderiv ℝ n (t • v) v ⬝ᵥ w)) t := by
    intro t
    have h0 : HasDerivAt (fun s : ℝ => s • v) v t := by
      simpa using (hasDerivAt_id t).smul_const v
    have h1 : HasDerivAt (fun s : ℝ => n (s • v)) (fderiv ℝ n (t • v) v) t :=
      ((hn.differentiable (by simp)) (t • v)).hasFDerivAt.comp_hasDerivAt t h0
    have h2 : HasDerivAt (fun s : ℝ => n (s • v) ⬝ᵥ w) (fderiv ℝ n (t • v) v ⬝ᵥ w) t := by
      simpa only [pairing_apply, ContinuousLinearMap.flip_apply, Function.comp_def] using
        (pairing.flip w).hasFDerivAt.comp_hasDerivAt t h1
    exact ((hasDerivAt_id' t).fun_mul h2).congr_deriv (by ring)
  have cg := (cdot _ w cn).add (continuous_id.mul (cDa v w))
  have ftc := intervalIntegral.integral_eq_sub_of_hasDerivAt (fun t _ => hg t)
    (cg.intervalIntegrable 0 1)
  simp only [one_smul, one_mul, zero_mul, sub_zero] at ftc
  have cr := continuous_id.mul ((cDa w v).sub (cDa v w))
  simp only [response_mulVec]
  rw [(hasFDerivAt_energy hn v).fderiv,
    ContinuousLinearMap.intervalIntegral_apply (hk.intervalIntegrable 0 1) w, ← ftc]
  refine Eq.trans ?_ (intervalIntegral.integral_add (cg.intervalIntegrable 0 1)
    (cr.intervalIntegrable 0 1))
  refine intervalIntegral.integral_congr fun t _ => ?_
  simp only [kernel, _root_.add_apply, _root_.smul_apply, ContinuousLinearMap.comp_apply,
    ContinuousLinearMap.flip_apply, pairing_apply, smul_eq_mul]
  ring
```

If $\chi$ is symmetric at every potential, the bracket vanishes and $dE(v)[w]=n(v)\cdot w$. Conversely, suppose that $E$ has gradient $n$. Differentiating $dE(v)[b]=n(v)\cdot b$ in the direction $a$ gives

$$D^2E(v)[a,b]=\big(\chi(v)a\big)\cdot b .$$

Second derivatives commute, so $\chi(v)$ is symmetric. The two branches of the proof are these two arguments, with the converse first.

For orbital-free methods that start from an approximate density map $n(v)$, the theorem gives a consistency condition between density and coupling-constant energy, within this model of finitely many sites and smooth maps.

```lean
/-- For a continuously differentiable density map, the coupling-constant energy has the density as
its gradient if and only if the static response matrix is symmetric at every potential. -/
theorem isGradient_energy_iff {n : SiteField m → SiteField m} (hn : ContDiff ℝ 1 n) :
    IsGradient (energy n) n ↔ ∀ v, (response n v).IsSymm := by
  constructor
  · -- the response is a second derivative of the energy
    intro h v
    rw [isSymm_iff_reciprocal]
    intro a b
    have h2 := second_derivative_symmetric h (pairing.hasFDerivAt.comp v
      ((hn.differentiable (by simp)) v).hasFDerivAt) a b
    simpa only [response_mulVec, ContinuousLinearMap.comp_apply, pairing_apply] using h2
  · -- symmetry removes the extra coupling integral
    intro h v
    refine (hasFDerivAt_energy hn v).differentiableAt.hasFDerivAt.congr_fderiv
      (ContinuousLinearMap.ext fun w => ?_)
    have h0 : ∀ t : ℝ, (response n (t • v) *ᵥ w) ⬝ᵥ v
        - (response n (t • v) *ᵥ v) ⬝ᵥ w = 0 :=
      fun t => sub_eq_zero.mpr ((isSymm_iff_reciprocal _).mp (h (t • v)) w v)
    rw [fderiv_energy hn, pairing_apply]
    simp only [h0, mul_zero, intervalIntegral.integral_zero, add_zero]
```

## Uniqueness up to a constant

Let $F$ be any functional with gradient $n$, where $n$ need only be continuous. Then $\frac{d}{dt}F(tv)=n(tv)\cdot v$, and integration gives

$$F(v)-F(0)=E(v).$$

The proof is the chain rule followed by the fundamental theorem of calculus.

```lean
/-- Any functional whose gradient is the continuous density `n` equals the coupling-constant
energy up to its value at zero potential. -/
theorem sub_zero_eq_energy {n : SiteField m → SiteField m} (hn : Continuous n)
    {F : SiteField m → ℝ} (hF : IsGradient F n) (v : SiteField m) :
    F v - F 0 = energy n v := by
  have hd : ∀ t : ℝ, HasDerivAt (fun s : ℝ => F (s • v)) (pairing (n (t • v)) v) t := by
    intro t
    have h0 : HasDerivAt (fun s : ℝ => s • v) v t := by
      simpa using (hasDerivAt_id t).smul_const v
    exact (hF (t • v)).comp_hasDerivAt t h0
  have hc : Continuous (fun t : ℝ => pairing (n (t • v)) v) :=
    (pairing.flip v).continuous.comp (hn.comp (continuous_id.smul continuous_const))
  have ftc := intervalIntegral.integral_eq_sub_of_hasDerivAt (fun t _ => hd t)
    (hc.intervalIntegrable 0 1)
  simp only [one_smul, zero_smul, pairing_apply] at ftc
  exact ftc.symm
```

Together with the equivalence, this yields a corollary argued only in words here: a continuously differentiable density map whose response is asymmetric at some potential is the gradient of no functional at all.

## For linear response, the energy keeps only the symmetric part

For $n(v)=n_0+Xv$ the derivative is $X$ at every potential, so $\chi(v)=X$.

```lean
/-- The linear-response density is continuously differentiable, and its response matrix is `X`
at every potential. -/
theorem response_linearDensity (n₀ : SiteField m) (X : Matrix (Fin m) (Fin m) ℝ) :
    ContDiff ℝ 1 (linearDensity n₀ X) ∧ ∀ v, response (linearDensity n₀ X) v = X := by
  let L : SiteField m →L[ℝ] SiteField m := LinearMap.toContinuousLinearMap X.mulVecLin
  refine ⟨contDiff_const.add L.contDiff, fun v => ?_⟩
  have h : HasFDerivAt (linearDensity n₀ X) L v := L.hasFDerivAt.const_add n₀
  ext i j
  simp [response, h.fderiv, L]
```

The general formula can now be evaluated with $\int_0^1t\,dt=\tfrac12$:

$$dE(v)[w]=(n_0+Xv)\cdot w+\tfrac12\big[(Xw)\cdot v-(Xv)\cdot w\big].$$

Since $(Xw)\cdot v=(X^{T}v)\cdot w$, this is

$$dE(v)[w]=\Big(n_0+\tfrac12(X+X^{T})v\Big)\cdot w .$$

The result holds for every real $X$ and reproduces the factor $\tfrac12$ of the two-site example. The transpose identity is `hT` in the proof.

```lean
/-- For a linear-response density with any matrix `X`, the gradient of the coupling-constant
energy is the density with `X` replaced by its symmetric part. -/
theorem isGradient_energy_linear (n₀ : SiteField m) (X : Matrix (Fin m) (Fin m) ℝ) :
    IsGradient (energy (linearDensity n₀ X))
      (fun v => n₀ + (1 / 2 : ℝ) • ((X + Xᵀ) *ᵥ v)) := by
  obtain ⟨hn, hX⟩ := response_linearDensity n₀ X
  intro v
  refine (hasFDerivAt_energy hn v).differentiableAt.hasFDerivAt.congr_fderiv
    (ContinuousLinearMap.ext fun w => ?_)
  have hT : (Xᵀ *ᵥ v) ⬝ᵥ w = (X *ᵥ w) ⬝ᵥ v := by
    rw [Matrix.mulVec_transpose, ← Matrix.dotProduct_mulVec, dotProduct_comm]
  rw [fderiv_energy hn, pairing_apply]
  simp only [hX]
  rw [intervalIntegral.integral_mul_const, integral_id]
  simp only [linearDensity, Matrix.add_mulVec, add_dotProduct, smul_dotProduct, smul_eq_mul, hT]
  ring
```

The gradient is therefore the original density exactly when $\tfrac12(X+X^{T})v=Xv$ for all $v$, that is, when $X=X^{T}$. Lean reaches the same conclusion by putting the constant response $X$ into the general equivalence.

```lean
/-- For a linear-response density, the coupling-constant energy has the density as its gradient
if and only if the matrix `X` is symmetric. -/
theorem isGradient_energy_linear_iff (n₀ : SiteField m) (X : Matrix (Fin m) (Fin m) ℝ) :
    IsGradient (energy (linearDensity n₀ X)) (linearDensity n₀ X) ↔ X.IsSymm := by
  obtain ⟨hn, hX⟩ := response_linearDensity n₀ X
  rw [isGradient_energy_iff hn]
  simp only [hX, forall_const]

end

end PotentialFunctional
```

```lean
#print axioms PotentialFunctional.isGradient_energy_iff
#print axioms PotentialFunctional.sub_zero_eq_energy
#print axioms PotentialFunctional.isGradient_energy_linear
#print axioms PotentialFunctional.isGradient_energy_linear_iff
```

```
'PotentialFunctional.isGradient_energy_iff' depends on axioms: [propext, Classical.choice, Quot.sound]
'PotentialFunctional.sub_zero_eq_energy' depends on axioms: [propext, Classical.choice, Quot.sound]
'PotentialFunctional.isGradient_energy_linear' depends on axioms: [propext, Classical.choice, Quot.sound]
'PotentialFunctional.isGradient_energy_linear_iff' depends on axioms: [propext, Classical.choice, Quot.sound]
```
